# The Anton–Schmidt pressure curve: modulus at the reference volume and a unique pressure minimum

The Anton–Schmidt pressure is $P(V) = B_0\,(V_0/V)^a \log(V_0/V)$ for volumes $V>0$, with a reference volume $V_0$, a modulus $B_0$ and an exponent $a$, all positive, and the bulk modulus of a pressure curve is $B(V) = -V\,P'(V)$, where the prime denotes the derivative with respect to volume. Then $B(V_0)=B_0$ and $B'(V_0)=2a\,P'(V_0)$, and among positive volumes $P$ has its unique minimum, $-B_0/(a e)$, at $V = V_0\,e^{1/a}$.

```lean
import Mathlib

open Filter Topology

namespace AntonSchmidt

noncomputable section

/-- The Anton-Schmidt pressure at volume `V`, with reference volume `V0`, modulus `B0`
and exponent `a`. -/
def pressure (B0 V0 a V : ℝ) : ℝ := B0 * (V0 / V) ^ a * Real.log (V0 / V)

/-- The bulk modulus `-V dP/dV` of a pressure curve `P`. -/
def bulkModulus (P : ℝ → ℝ) (V : ℝ) : ℝ := -V * deriv P V

/-- The volume `V0 exp(1/a)`. -/
def spinodalVolume (V0 a : ℝ) : ℝ := V0 * Real.exp (1 / a)

/-- The Anton-Schmidt energy at volume `V`, for an exponent `a` different from one. -/
def energy (B0 V0 a V : ℝ) : ℝ :=
  B0 * V0 * (V0 / V) ^ (a - 1) * (-1 / (a - 1) ^ 2 + 1 / (a - 1) * Real.log (V0 / V))

/-- The volume derivative of a power of the compression `V0/V` times a linear function
of its logarithm. -/
theorem hasDerivAt_powerLog {V0 V : ℝ} (hV0 : 0 < V0) (hV : 0 < V) (K p c d : ℝ) :
    HasDerivAt (fun W => K * (V0 / W) ^ p * (c + d * Real.log (V0 / W)))
      (-(K * (V0 / V) ^ p * (d + p * (c + d * Real.log (V0 / V)))) / V) V := by
  have hx : V0 / V ≠ 0 := (div_pos hV0 hV).ne'
  have h1 : HasDerivAt (fun W => V0 / W) (-V0 / V ^ 2) V :=
    ((hasDerivAt_const V V0).fun_div (hasDerivAt_id' V) hV.ne').congr_deriv (by ring)
  have h2 : HasDerivAt (fun W => (V0 / W) ^ p) (-(p * (V0 / V) ^ p) / V) V := by
    refine (h1.rpow_const (p := p) (Or.inl hx)).congr_deriv ?_
    rw [Real.rpow_sub_one hx]
    generalize (V0 / V) ^ p = y
    field_simp
  have h3 : HasDerivAt (fun W => Real.log (V0 / W)) (-1 / V) V := by
    refine (h1.log hx).congr_deriv ?_
    field_simp
  exact ((h2.const_mul K).fun_mul ((h3.const_mul d).const_add c)).congr_deriv (by ring)

/-- The slope of the Anton-Schmidt pressure at any positive volume. -/
theorem hasDerivAt_pressure {V0 V : ℝ} (hV0 : 0 < V0) (hV : 0 < V) (B0 a : ℝ) :
    HasDerivAt (pressure B0 V0 a)
      (-(B0 * (V0 / V) ^ a * (1 + a * Real.log (V0 / V))) / V) V := by
  have h := hasDerivAt_powerLog hV0 hV B0 a 0 1
  have e : (fun W => B0 * (V0 / W) ^ a * (0 + 1 * Real.log (V0 / W)))
      = pressure B0 V0 a := by
    funext W
    simp only [pressure, zero_add, one_mul]
  rw [e] at h
  exact h.congr_deriv (by ring)

/-- The Anton-Schmidt bulk modulus in closed form at any positive volume. -/
theorem bulkModulus_pressure {V0 V : ℝ} (hV0 : 0 < V0) (hV : 0 < V) (B0 a : ℝ) :
    bulkModulus (pressure B0 V0 a) V
      = B0 * (V0 / V) ^ a * (1 + a * Real.log (V0 / V)) := by
  rw [bulkModulus, (hasDerivAt_pressure hV0 hV B0 a).deriv]
  generalize B0 * (V0 / V) ^ a * (1 + a * Real.log (V0 / V)) = y
  field_simp

/-- The factor `1 + a log(V0/V)` measures the logarithmic distance of the volume `V`
from `V0 exp(1/a)`. -/
theorem one_add_log_eq {V0 V a : ℝ} (hV0 : 0 < V0) (hV : 0 < V) (ha : 0 < a) :
    1 + a * Real.log (V0 / V)
      = a * (Real.log (spinodalVolume V0 a) - Real.log V) := by
  rw [spinodalVolume, Real.log_mul hV0.ne' (Real.exp_pos _).ne', Real.log_exp,
    Real.log_div hV0.ne' hV.ne']
  have h : a * (1 / a) = 1 := mul_one_div_cancel ha.ne'
  linear_combination -h

/-- **Anton-Schmidt equation of state.** At `V0` the bulk modulus is `B0` and its volume
derivative is `2a` times the pressure slope `-B0/V0`; the pressure has the value `-B0/(a e)`
at `V0 exp(1/a)` and is strictly larger at every other positive volume. -/
theorem anton_schmidt {B0 V0 a : ℝ} (hB0 : 0 < B0) (hV0 : 0 < V0) (ha : 0 < a) :
    bulkModulus (pressure B0 V0 a) V0 = B0 ∧
    HasDerivAt (pressure B0 V0 a) (-B0 / V0) V0 ∧
    HasDerivAt (bulkModulus (pressure B0 V0 a)) (2 * a * deriv (pressure B0 V0 a) V0) V0 ∧
    pressure B0 V0 a (spinodalVolume V0 a) = -B0 / (a * Real.exp 1) ∧
    ∀ V, 0 < V → V ≠ spinodalVolume V0 a →
      -B0 / (a * Real.exp 1) < pressure B0 V0 a V := by
  have hS : 0 < spinodalVolume V0 a := mul_pos hV0 (Real.exp_pos _)
  have hP : HasDerivAt (pressure B0 V0 a) (-B0 / V0) V0 := by
    refine (hasDerivAt_pressure hV0 hV0 B0 a).congr_deriv ?_
    simp [div_self hV0.ne']
  -- in the variable s = a log(V0/V) the pressure is (B0/a) s exp(s)
  have hform : ∀ V, 0 < V → pressure B0 V0 a V
      = B0 / a * (Real.exp (a * Real.log (V0 / V)) * (a * Real.log (V0 / V))) := by
    intro V hV
    rw [pressure, Real.rpow_def_of_pos (div_pos hV0 hV), mul_comm (Real.log (V0 / V)) a]
    generalize Real.exp (a * Real.log (V0 / V)) = y
    generalize Real.log (V0 / V) = l
    field_simp
  have hmin : -B0 / (a * Real.exp 1) = B0 / a * (-Real.exp (-1)) := by
    rw [Real.exp_neg]
    field_simp
  refine ⟨?_, hP, ?_, ?_, ?_⟩
  · rw [bulkModulus_pressure hV0 hV0]
    simp [div_self hV0.ne']
  · -- near V0 the modulus agrees with its closed form
    have h := hasDerivAt_powerLog hV0 hV0 B0 a 1 a
    have hev : bulkModulus (pressure B0 V0 a) =ᶠ[𝓝 V0]
        (fun W => B0 * (V0 / W) ^ a * (1 + a * Real.log (V0 / W))) := by
      filter_upwards [Ioi_mem_nhds hV0] with W hW
      exact bulkModulus_pressure hV0 hW B0 a
    refine (h.congr_of_eventuallyEq hev).congr_deriv ?_
    rw [hP.deriv, div_self hV0.ne', Real.one_rpow, Real.log_one]
    ring
  · have h := one_add_log_eq hV0 hS ha
    have hs : a * Real.log (V0 / spinodalVolume V0 a) = -1 := by
      rw [sub_self, mul_zero] at h
      linarith
    rw [hform _ hS, hs, hmin]
    ring
  · intro V hV hne
    have hs : -(1 + a * Real.log (V0 / V)) ≠ 0 := by
      rw [one_add_log_eq hV0 hV ha]
      refine neg_ne_zero.mpr (mul_ne_zero ha.ne' (sub_ne_zero.mpr ?_))
      intro h
      exact hne (Real.log_injOn_pos hS hV h).symm
    rw [hform V hV, hmin]
    refine mul_lt_mul_of_pos_left ?_ (div_pos hB0 ha)
    generalize a * Real.log (V0 / V) = s at hs ⊢
    -- the strict tangent-line bound for the exponential
    have h := Real.add_one_lt_exp hs
    have e : Real.exp s * Real.exp (-(1 + s)) = Real.exp (-1) := by
      rw [← Real.exp_add]
      congr 1
      ring
    nlinarith [mul_pos (Real.exp_pos s) (sub_pos.2 h)]

/-- The bulk modulus is positive exactly at volumes below `V0 exp(1/a)`. -/
theorem bulkModulus_pos_iff {B0 V0 a V : ℝ} (hB0 : 0 < B0) (hV0 : 0 < V0) (ha : 0 < a)
    (hV : 0 < V) :
    0 < bulkModulus (pressure B0 V0 a) V ↔ V < spinodalVolume V0 a := by
  have hS : 0 < spinodalVolume V0 a := mul_pos hV0 (Real.exp_pos _)
  have hX : 0 < B0 * (V0 / V) ^ a := mul_pos hB0 (Real.rpow_pos_of_pos (div_pos hV0 hV) a)
  rw [bulkModulus_pressure hV0 hV, one_add_log_eq hV0 hV ha, mul_pos_iff_of_pos_left hX,
    mul_pos_iff_of_pos_left ha, sub_pos, Real.log_lt_log_iff hV hS]

/-- The pressure is minus the volume derivative of the Anton-Schmidt energy. -/
theorem hasDerivAt_energy {V0 V a : ℝ} (hV0 : 0 < V0) (hV : 0 < V) (ha : a ≠ 1) (B0 : ℝ) :
    HasDerivAt (energy B0 V0 a) (-pressure B0 V0 a V) V := by
  have hs : a - 1 ≠ 0 := sub_ne_zero.mpr ha
  refine (hasDerivAt_powerLog hV0 hV (B0 * V0) (a - 1)
    (-1 / (a - 1) ^ 2) (1 / (a - 1))).congr_deriv ?_
  have hb : 1 / (a - 1) + (a - 1) * (-1 / (a - 1) ^ 2 + 1 / (a - 1) * Real.log (V0 / V))
      = Real.log (V0 / V) := by
    generalize Real.log (V0 / V) = l
    field_simp
    ring
  rw [hb, pressure, Real.rpow_sub_one (div_pos hV0 hV).ne']
  generalize (V0 / V) ^ a = y
  generalize Real.log (V0 / V) = l
  field_simp

/-- For `a > 1` the energy is `-B0 V0/(a-1)^2` at `V0` and tends to zero as the volume
tends to infinity. -/
theorem energy_depth {V0 a : ℝ} (hV0 : 0 < V0) (ha : 1 < a) (B0 : ℝ) :
    energy B0 V0 a V0 = -(B0 * V0) / (a - 1) ^ 2 ∧
    Tendsto (energy B0 V0 a) atTop (𝓝 0) := by
  have hs : 0 < a - 1 := sub_pos.mpr ha
  constructor
  · rw [energy, div_self hV0.ne', Real.one_rpow, Real.log_one]
    ring
  · -- a negative power of the volume beats the logarithm
    have h1 := tendsto_rpow_neg_atTop hs
    have h2 := (isLittleO_log_rpow_atTop hs).tendsto_div_nhds_zero
    have h3 := ((h1.const_mul (-1 / (a - 1) ^ 2)).sub
      (h2.const_mul (1 / (a - 1)))).const_mul (B0 * V0)
    simp only [mul_zero, sub_zero] at h3
    have hy : Tendsto (fun V : ℝ => V / V0) atTop atTop :=
      tendsto_id.atTop_div_const hV0
    refine (h3.comp hy).congr' ?_
    filter_upwards [eventually_gt_atTop (0 : ℝ)] with V hV
    have hx : V0 / V = (V / V0)⁻¹ := (inv_div V V0).symm
    have hp : 0 ≤ V / V0 := (div_pos hV hV0).le
    simp only [Function.comp_apply, energy]
    rw [hx, Real.inv_rpow hp, Real.log_inv, Real.rpow_neg hp]
    ring

end

end AntonSchmidt
```

```lean
#print axioms AntonSchmidt.anton_schmidt
-- 'AntonSchmidt.anton_schmidt' depends on axioms: [propext, Classical.choice, Quot.sound]
#print axioms AntonSchmidt.bulkModulus_pos_iff
-- 'AntonSchmidt.bulkModulus_pos_iff' depends on axioms: [propext, Classical.choice, Quot.sound]
#print axioms AntonSchmidt.hasDerivAt_energy
-- 'AntonSchmidt.hasDerivAt_energy' depends on axioms: [propext, Classical.choice, Quot.sound]
#print axioms AntonSchmidt.energy_depth
-- 'AntonSchmidt.energy_depth' depends on axioms: [propext, Classical.choice, Quot.sound]
```

## What the theorems say about the curve

The function `pressure B0 V0 a` is $P$, with the three parameters fixed and the volume as the last argument. All quantities are real numbers without units, so $B_0$ and $P$ must be read in one pressure unit and $V_0$ and $V$ in one volume unit. The logarithm is natural, and positive pressure means compression. The power is written in terms of $V_0/V$; if the same curve is written in terms of $V/V_0$, the exponent is $-a$.

`bulkModulus` acts on any function from volume to pressure and returns $-V$ times its derivative. The parameter $B_0$ is therefore not the bulk modulus by definition. That it equals the bulk modulus at $V_0$ is the first of the five statements joined in `anton_schmidt`, which assumes $B_0, V_0, a > 0$:

1. The bulk modulus at $V_0$ is $B_0$.
2. The pressure is differentiable at $V_0$ with slope $-B_0/V_0$. In Lean, `HasDerivAt f m x` means that `f` is differentiable at `x` with derivative `m`.
3. The bulk modulus, as a function of volume, is differentiable at $V_0$ with derivative $2a\,P'(V_0)$.
4. At $V_s = V_0 e^{1/a}$, called `spinodalVolume V0 a` in the code, the pressure is $-B_0/(a e)$.
5. At every other positive volume the pressure is strictly larger than this value.

The last two statements together say that $V_s$ is the only minimiser of $P$ on $V>0$.

Three further theorems complete the description. `bulkModulus_pos_iff` says, under the same assumptions, that at a positive volume $B(V)>0$ holds exactly when $V<V_s$. `hasDerivAt_energy` says that for $a\neq 1$ the explicit function

$$E(V) = B_0V_0\left(\frac{V_0}{V}\right)^{a-1}\left[-\frac{1}{(a-1)^2} + \frac{1}{a-1}\log\frac{V_0}{V}\right]$$

satisfies $E'(V) = -P(V)$ at every positive volume. `energy_depth` says that for $a>1$ this energy equals $-B_0V_0/(a-1)^2$ at $V_0$ and tends to zero as $V\to\infty$. The two energy theorems place no sign condition on $B_0$.

## Stiffness, tension and the stability limit

Since $\log 1 = 0$, the pressure vanishes at $V_0$, which is the equilibrium volume of a solid under no load. The condition $B_0>0$ says that the solid resists a small uniform compression there. The condition $a>0$ says that it stiffens when compressed: because $P'(V_0)=-B_0/V_0$ is not zero, dividing the third statement by it gives

$$\left.\frac{dB}{dP}\right|_{V_0} = \frac{B'(V_0)}{P'(V_0)} = 2a .$$

The number usually quoted alongside a bulk modulus is this pressure derivative, not the volume derivative $B'(V_0) = -2aB_0/V_0$.

For $V>V_0$ the pressure is negative and the solid is under tension. The tension grows with volume until $V_s$, where it reaches its largest value $B_0/(a e)$, and beyond $V_s$ the bulk modulus is negative. A uniform solid described by this curve and held at a fixed external pressure is then unstable against a small change of volume, so $V_s$ is the spinodal point of the model. This concerns uniform changes of volume only. A real crystal may fail earlier through shear or through a lattice vibration, neither of which a curve $P(V)$ contains.

The condition $a>1$ in `energy_depth` says that the tension falls off fast enough at large volume for the total work of expansion to be finite. The work needed to expand the solid slowly from $V_0$ to infinite volume along the curve is then $B_0V_0/(a-1)^2$, which plays the part of a cohesive energy. For $0<a\le 1$ the minimum of the pressure is still present, but this work is infinite.

When energies from electronic-structure calculations are fitted with this $E(V)$ plus an additive constant, which accounts for the zero of energy used in the calculation, the fitted $V_0$, $B_0$ and $a$ already fix the pressure derivative of the modulus, the largest tension and the spinodal volume of the fitted curve. Whether the material follows the curve that far from $V_0$ is a separate question. Temperature does not appear either: the curve may be read as an isotherm, with $E$ as the corresponding free energy, or as the static lattice at zero temperature.

## The derivatives by hand

Write $x = V_0/V$ and $L = \log x$. Then

$$\frac{dx}{dV} = -\frac{V_0}{V^2} = -\frac{x}{V},\qquad \frac{d}{dV}x^p = -\frac{p\,x^p}{V},\qquad \frac{dL}{dV} = -\frac1V .$$

Let $K,p,c,d$ be constants. In the brackets below, $dL$ is the product of the constant $d$ and $L$, not a differential. The product rule gives

$$\frac{d}{dV}\Big[K x^p (c + dL)\Big] = -\frac{K x^p\,\big[d + p\,(c+dL)\big]}{V}. \tag{1}$$

The pressure is the case $K=B_0$, $p=a$, $c=0$, $d=1$. Hence

$$P'(V) = -\frac{B_0x^a(1+aL)}{V},\qquad B(V) = B_0x^a(1+aL).$$

At $V=V_0$ we have $x=1$ and $L=0$, so $P'(V_0)=-B_0/V_0$ and $B(V_0)=B_0$.

The closed form of $B$ has the same shape again, now with $c=1$ and $d=a$. Formula (1) gives

$$B'(V) = -\frac{B_0x^a\,[a + a(1+aL)]}{V},\qquad B'(V_0) = -\frac{2aB_0}{V_0} = 2a\,P'(V_0).$$

For the energy, take $K=B_0V_0$, $p=a-1$, $c=-1/(a-1)^2$ and $d=1/(a-1)$. The bracket in (1) becomes

$$\frac{1}{a-1} + (a-1)\left[-\frac{1}{(a-1)^2}+\frac{L}{a-1}\right] = L ,$$

and therefore $E'(V) = -B_0V_0\,x^{a-1}L/V = -B_0x^aL = -P(V)$.

## The minimum from a tangent line

Let $s = aL$. Since $x^a = e^{aL} = e^s$, the pressure is

$$P = \frac{B_0}{a}\,s\,e^s .$$

The exponential lies strictly above its tangent at zero, so $1+y<e^y$ for every $y\neq0$. Put $y=-(1+s)$ with $s\neq-1$. This gives $-s<e^{-(1+s)}$, and multiplication by $e^s>0$ gives $-s\,e^s<e^{-1}$. Multiplying by $-B_0/a<0$ reverses the inequality:

$$P > -\frac{B_0}{a e}\qquad (s\neq -1).$$

At $s=-1$ the pressure equals $-B_0/(ae)$. The condition $s=-1$ means $\log(V_0/V)=-1/a$, that is, $V=V_0e^{1/a}=V_s$. The argument covers all positive volumes at once, so no second derivative and no separate study of the limits of small and large volume is needed.

The sign of the modulus follows from the same variable. Since $\log V_s = \log V_0 + 1/a$,

$$1+aL = a\,(\log V_s-\log V),$$

and $B_0x^a$ is positive, so $B(V)>0$ exactly when $V<V_s$.

For the energy at large volume, set $u=V/V_0$. Then

$$E = B_0V_0\left[-\frac{u^{-(a-1)}}{(a-1)^2} - \frac{1}{a-1}\,\frac{\log u}{u^{a-1}}\right].$$

For $a>1$ both terms tend to zero as $u\to\infty$, because any positive power of $u$ outgrows $\log u$. At $u=1$ the logarithm vanishes and $E=-B_0V_0/(a-1)^2$ remains.

## How the Lean proof follows these steps

`hasDerivAt_powerLog` is formula (1). Its intermediate facts `h1`, `h2` and `h3` are the derivatives of $x$, $x^p$ and $L$, and its last line is the product rule. `hasDerivAt_pressure` specialises it to the pressure, `bulkModulus_pressure` multiplies by $-V$ to obtain the closed form of $B$, and `one_add_log_eq` is the identity relating $1+aL$ to $\log V_s-\log V$.

In `anton_schmidt`, `hP` is the slope at $V_0$ and `hform` is the rewriting of the pressure in terms of $s$. The derivative of the modulus takes one extra step. The closed form of $B$ is known only for positive volumes, whereas the function to be differentiated is defined on all real numbers. Every volume sufficiently near $V_0$ is positive, which `Ioi_mem_nhds` supplies, and two functions that agree near a point have the same derivative there. This is the role of `hev` and `congr_of_eventuallyEq`.

For the strict inequality, `Real.log_injOn_pos` turns $V\neq V_s$ into $1+s\neq0$, and `Real.add_one_lt_exp` is the tangent-line bound. The fact `e` records that $e^s e^{-(1+s)}=e^{-1}$, and `nlinarith` multiplies the bound by $e^s$.

`bulkModulus_pos_iff` removes the positive factors $B_0x^a$ and $a$, then compares logarithms. In `hasDerivAt_energy`, `hb` is the collapse of the bracket to $L$. In `energy_depth`, `h1` and `h2` are the two limits in $u$, and composition with $V\mapsto V/V_0$ carries them over to the volume.

## A negative exponent turns the minimum into a maximum

Take $B_0=V_0=1$ and $a=-1$, which violates only $a>0$. The pressure becomes $P(V)=-V\log V$. At $V_0e^{1/a}=1/e$ it still has the value $-B_0/(ae)=1/e$, but $P(1)=0$ is smaller, so the strict inequality fails. The point $1/e$ is now the maximum, and since $P(V)\to-\infty$ as $V\to\infty$, the curve has no minimum at all.
